# Hubbard occupations in a two-orbital model: convergence from every start for $0\le U<4t$

## Three answers from one loop

A DFT+U loop can converge cleanly to an occupation that depends on the starting guess. The residual vanishes, and nothing in that run shows that another start would have ended elsewhere. A two-orbital model already behaves this way: with hopping $t$, Hubbard parameter $U=5t$ and no bare level offset, the occupations $0.2$, $0.5$ and $0.8$ each reproduce themselves, although a start slightly off $0.5$ moves away from it. In the same model, $0\le U<4t$ rules this out for every offset.

## A correlated orbital next to a ligand

One electron occupies a correlated orbital and a ligand orbital, coupled by hopping $t>0$. The ligand energy is zero, and the correlated orbital lies at energy $x$:

$$H=\begin{pmatrix}x&-t\\-t&0\end{pmatrix},\qquad x=D+U\left(\tfrac12-n\right).$$

Here $D$ is the bare offset and $n$ is the trial occupation. The Hubbard term is postulated. It stands for the orbital potential of DFT+U in the common simplified form with fully localised double counting, where $U$ is the effective interaction. For $U>0$ this potential lowers an orbital that is more than half filled and raises one that is less than half filled. It therefore favours an existing imbalance, while the hopping opposes it.

With the level splitting $s(x)=\sqrt{x^2+4t^2}$, the ground state of $H$ has the new occupation

$$F(n)=\frac12\left(1-\frac{x}{s(x)}\right).$$

Self-consistency means $F(n)=n$, and the plain iteration replaces $n$ by $F(n)$ without mixing.

## What is claimed, and how Lean says it

In the Lean file, `hamiltonian t x` is $H$, `gap t x` is $s(x)$, `level D U n` is $x$ as a function of $n$, and `nextOcc t U D` is $F$. The expression `(nextOcc t U D)^[k] n` is the occupation after $k$ steps from $n$.

- `ground_state_occupation` takes a real eigenvector `v` with `v ⬝ᵥ v = 1` whose energy `E` is a lower bound for the energy of every normalised real state. It concludes that `v 0 ^ 2`, the weight on the correlated orbital, equals `occupation t x`. The occupation formula is thus derived from the Hamiltonian.
- `self_consistency_converges` assumes $t>0$ and $0\le U<4t$, with any real $D$. There is exactly one fixed point $p$, the iterates from every real $n$ tend to $p$, and the error after $k$ steps is at most $(U/(4t))^k\,|n-p|$.
- `symmetric_fixed_iff` describes all fixed points for $D=0$ and $U\ge0$: $n=1/2$, or $U^2n(1-n)=4t^2$.
- `half_filling_slope` and `polarised_solutions` treat $D=0$ and $U>4t$. The first gives slope $U/(4t)>1$ at the fixed point $1/2$; the second gives two further fixed points $(1\pm\delta)/2$, with $\delta=\sqrt{1-(4t/U)^2}>0$.

The model has one correlated orbital, one spin channel, an orthonormal basis and a fixed $D$. It leaves out the overlap operator and projectors of a PAW calculation, the response of the remaining charge density, and density mixing. The convergence theorem gives a sufficient condition on $U$; for $U>4t$ with $D\ne0$ the file makes no statement about the number of solutions. Within this loop for a single occupation, $0\le U<4t$ guarantees that the starting occupation does not affect the converged result. The model supplies no such threshold for a full DFT+U calculation.

## The occupation of the lower state

Write the eigenvector as $(v_0,v_1)$. The eigenvalue equations are

$$(x-E)v_0=t\,v_1,\qquad -t\,v_0=E\,v_1.$$

Eliminating one amplitude gives $(E^2-xE-t^2)v_0=0$, and eliminating the other gives the same equation for $v_1$. Since the vector is not zero, $E^2-xE-t^2=0$.

The pure ligand state has energy zero, so $E\le0$. The value $E=0$ would force $t^2=0$, hence $E<0$. From $E(E-x)=t^2>0$ it follows that $x-E>0$. Now

$$(x-2E)^2=x^2+4(E^2-xE)=x^2+4t^2,$$

and $x-2E=(x-E)+(-E)$ is positive, so $s=x-2E$.

Multiply the first eigenvalue equation by $v_0$ and the second by $v_1$, and subtract the second result from the first. This gives $(x-E)v_0^2=-E\,v_1^2=-E(1-v_0^2)$, so $s\,v_0^2=-E=(s-x)/2$. Division by $s$ yields $v_0^2=(1-x/s)/2$.

## From the slope to the error bound

Since $ds/dx=x/s$,

$$\frac{d}{dx}\frac{x}{s}=\frac{s-x^2/s}{s^2}=\frac{s^2-x^2}{s^3}=\frac{4t^2}{s^3}.$$

The occupation therefore has derivative $-2t^2/s^3$ with respect to $x$. With $dx/dn=-U$, the chain rule gives

$$F'(n)=\frac{2t^2U}{s^3}.$$

The splitting is at least $2t$, so $0\le F'(n)\le 2t^2U/(8t^3)=U/(4t)$. Put $q=U/(4t)$. The mean value inequality gives $|F(n)-F(m)|\le q|n-m|$ for all real $n$ and $m$.

For $q<1$, successive changes in the iteration are at most $q^k|F(n)-n|$. Their sum is bounded by a geometric series, so the iterates converge, and by continuity the limit $p$ satisfies $F(p)=p$. If $m$ is also a fixed point, then $|m-p|\le q|m-p|$, which forces $m=p$. Finally, writing $n_k$ for the $k$-th iterate,

$$|n_{k+1}-p|=|F(n_k)-F(p)|\le q|n_k-p|,$$

and induction from $n_0=n$ gives $|n_k-p|\le q^k|n-p|$.

In the limiting case $U=0$, the potential no longer depends on $n$. Then $F$ is constant, $q=0$, and the bound correctly says that one step reaches the solution.

## Symmetric levels and polarised solutions

For $D=0$ we have $x=U(1-2n)/2$. The condition $F(n)=n$ means $x/s=1-2n$, or

$$(1-2n)\left(\frac U2-s\right)=0.$$

Either $n=1/2$, or $s=U/2$. Squaring the second condition gives $U^2(1-2n)^2/4+4t^2=U^2/4$, which is $U^2n(1-n)=4t^2$. Conversely, this equation gives $s^2=U^2/4$, and $s>0$ with $U\ge0$ selects $s=U/2$.

For $n=(1\pm\delta)/2$, the product $n(1-n)$ is $(1-\delta^2)/4$. The equation becomes $\delta^2=1-(4t/U)^2$, which is positive for $U>4t$.

At $n=1/2$ the level $x$ vanishes and $s=2t$, so the slope is exactly $U/(4t)$. A slope above one means that a small deviation grows to first order. At the polarised solutions $s=U/2$, and the slope formula gives $(4t/U)^2<1$, so a sufficiently close start settles there; this last stability remark is a consequence worked out here, without a theorem in the file.

## The complete Lean file

```lean
import Mathlib

open Matrix Filter Topology

namespace HubbardOccupation

noncomputable section

/-- Hamiltonian of a correlated orbital at energy `x` above a ligand orbital, with hopping `t`. -/
def hamiltonian (t x : ℝ) : Matrix (Fin 2) (Fin 2) ℝ := !![x, -t; -t, 0]

/-- The level splitting `√(x² + 4t²)` of the two-orbital Hamiltonian. -/
def gap (t x : ℝ) : ℝ := √(x ^ 2 + 4 * t ^ 2)

/-- Occupation of the correlated orbital at relative energy `x`, for hopping `t ≠ 0`. -/
def occupation (t x : ℝ) : ℝ := (1 - x / gap t x) / 2

/-- Relative orbital energy: bare offset `D` plus the Hubbard potential `U (1/2 - n)`. -/
def level (D U n : ℝ) : ℝ := D + U * (1 / 2 - n)

/-- One self-consistency step: the occupation produced by the potential of the occupation `n`,
for hopping `t ≠ 0`. -/
def nextOcc (t U D n : ℝ) : ℝ := occupation t (level D U n)

/-- For nonzero hopping, here `t > 0`, the level splitting is positive. -/
theorem gap_pos {t : ℝ} (ht : 0 < t) (x : ℝ) : 0 < gap t x :=
  Real.sqrt_pos.2 (by positivity)

/-- The square of the level splitting is `x² + 4t²`. -/
theorem gap_sq (t x : ℝ) : gap t x ^ 2 = x ^ 2 + 4 * t ^ 2 :=
  Real.sq_sqrt (by positivity)

/-- For `t > 0`, a normalised real eigenvector whose energy is a lower bound for the energy of all
normalised real states has weight `occupation t x` on the correlated orbital. -/
theorem ground_state_occupation {t x E : ℝ} (ht : 0 < t) (v : Fin 2 → ℝ)
    (hn : v ⬝ᵥ v = 1) (hv : hamiltonian t x *ᵥ v = E • v)
    (hmin : ∀ w : Fin 2 → ℝ, w ⬝ᵥ w = 1 → E ≤ w ⬝ᵥ (hamiltonian t x *ᵥ w)) :
    v 0 ^ 2 = occupation t x := by
  have h1 := congrFun hv 0
  have h2 := congrFun hv 1
  have hE := hmin ![0, 1] (by simp [dotProduct, Fin.sum_univ_two])
  simp [hamiltonian, Matrix.mulVec, dotProduct, Fin.sum_univ_two] at h1 h2 hE
  simp only [dotProduct, Fin.sum_univ_two] at hn
  -- the characteristic equation
  have ha : (E ^ 2 - x * E - t ^ 2) * v 0 = 0 := by linear_combination (-E) * h1 + t * h2
  have hb : (E ^ 2 - x * E - t ^ 2) * v 1 = 0 := by
    linear_combination t * h1 + (x - E) * h2
  have hQ : E ^ 2 - x * E - t ^ 2 = 0 := by
    linear_combination v 0 * ha + v 1 * hb - (E ^ 2 - x * E - t ^ 2) * hn
  have ht2 : 0 < t ^ 2 := pow_pos ht 2
  -- the variational bound selects the lower root
  have hE' : E < 0 := lt_of_le_of_ne hE (by
    intro h
    rw [h] at hQ
    nlinarith)
  have hx : 0 < x - E := by
    by_contra h
    have h' : 0 ≤ E - x := by linarith [not_lt.1 h]
    nlinarith [mul_nonneg h' (neg_nonneg.2 hE)]
  have hs : gap t x = x - 2 * E := by
    unfold gap
    rw [show x ^ 2 + 4 * t ^ 2 = (x - 2 * E) ^ 2 by linear_combination (-4) * hQ,
      Real.sqrt_sq (by linarith)]
  have hne : x - 2 * E ≠ 0 := by linarith
  have hd : x / (x - 2 * E) * (x - 2 * E) = x := div_mul_cancel₀ x hne
  unfold occupation
  rw [hs]
  generalize x / (x - 2 * E) = q at hd ⊢
  apply mul_right_cancel₀ hne
  linear_combination v 0 * h1 - v 1 * h2 - E * hn + 1 / 2 * hd

/-- For `t > 0`, the slope of the self-consistency step is `2t²U` divided by the cube of the
level splitting. -/
theorem hasDerivAt_nextOcc {t : ℝ} (ht : 0 < t) (U D n : ℝ) :
    HasDerivAt (nextOcc t U D) (2 * t ^ 2 * U / gap t (level D U n) ^ 3) n := by
  have hocc : ∀ x, HasDerivAt (occupation t) (-(2 * t ^ 2) / gap t x ^ 3) x := by
    intro x
    have hs := gap_pos ht x
    have hsq := gap_sq t x
    have h1 : HasDerivAt (fun y : ℝ => y ^ 2 + 4 * t ^ 2) (2 * x) x := by
      simpa using (hasDerivAt_pow 2 x).add_const (4 * t ^ 2)
    have h2 : HasDerivAt (fun y => gap t y) (2 * x / (2 * gap t x)) x :=
      h1.sqrt (by positivity)
    have h3 : HasDerivAt (fun y => y / gap t y)
        ((1 * gap t x - x * (2 * x / (2 * gap t x))) / gap t x ^ 2) x :=
      (hasDerivAt_id' x).fun_div h2 hs.ne'
    refine ((h3.const_sub 1).div_const 2).congr_deriv ?_
    generalize gap t x = s at hs hsq ⊢
    have ht2 : t ^ 2 = (s ^ 2 - x ^ 2) / 4 := by linarith
    rw [ht2]
    field_simp
    ring
  have hl : HasDerivAt (level D U) (U * -1) n :=
    (((hasDerivAt_id' n).const_sub (1 / 2)).const_mul U).const_add D
  have h : HasDerivAt (nextOcc t U D)
      (-(2 * t ^ 2) / gap t (level D U n) ^ 3 * (U * -1)) n := (hocc _).comp n hl
  exact h.congr_deriv (by ring)

/-- For `t > 0` and `U ≥ 0`, one step multiplies the distance between two trial occupations
by at most `U/(4t)`. -/
theorem nextOcc_contraction {t U : ℝ} (ht : 0 < t) (hU : 0 ≤ U) (D n m : ℝ) :
    |nextOcc t U D n - nextOcc t U D m| ≤ U / (4 * t) * |n - m| := by
  have bound : ∀ y ∈ (Set.univ : Set ℝ),
      ‖2 * t ^ 2 * U / gap t (level D U y) ^ 3‖ ≤ U / (4 * t) := by
    intro y _
    have hs := gap_pos ht (level D U y)
    -- the splitting never falls below 2t
    have h2 : 2 * t ≤ gap t (level D U y) :=
      (Real.le_sqrt' (by positivity)).2 (by nlinarith [sq_nonneg (level D U y)])
    have h3 := pow_le_pow_left₀ (by positivity : 0 ≤ 2 * t) h2 3
    rw [Real.norm_eq_abs, abs_of_nonneg (by positivity),
      div_le_div_iff₀ (by positivity) (by positivity)]
    nlinarith [mul_le_mul_of_nonneg_left h3 hU]
  exact Convex.norm_image_sub_le_of_norm_hasDerivWithin_le
    (fun y _ => (hasDerivAt_nextOcc ht U D y).hasDerivWithinAt) bound convex_univ
    (Set.mem_univ m) (Set.mem_univ n)

/-- For `t > 0` and `0 ≤ U < 4t` there is exactly one self-consistent occupation. The iteration
converges to it from every start, with error at most `(U/(4t))^k` times the initial error. -/
theorem self_consistency_converges {t U : ℝ} (ht : 0 < t) (hU : 0 ≤ U) (hUt : U < 4 * t)
    (D : ℝ) :
    ∃ p, nextOcc t U D p = p ∧ (∀ m, nextOcc t U D m = m → m = p) ∧
      ∀ n, Tendsto (fun k => (nextOcc t U D)^[k] n) atTop (𝓝 p) ∧
        ∀ k, |(nextOcc t U D)^[k] n - p| ≤ (U / (4 * t)) ^ k * |n - p| := by
  have hq0 : 0 ≤ U / (4 * t) := by positivity
  have hq1 : U / (4 * t) < 1 := (div_lt_one (by positivity)).2 hUt
  obtain ⟨K, hK⟩ : ∃ K : NNReal, (K : ℝ) = U / (4 * t) :=
    ⟨Real.toNNReal (U / (4 * t)), Real.coe_toNNReal _ hq0⟩
  have hc : ContractingWith K (nextOcc t U D) := by
    refine ⟨?_, LipschitzWith.of_dist_le_mul fun n m => ?_⟩
    · rw [← NNReal.coe_lt_coe, NNReal.coe_one, hK]
      exact hq1
    · rw [Real.dist_eq, Real.dist_eq, hK]
      exact nextOcc_contraction ht hU D n m
  have hp : nextOcc t U D (hc.fixedPoint) = hc.fixedPoint := hc.fixedPoint_isFixedPt
  refine ⟨hc.fixedPoint, hp, fun m hm => hc.fixedPoint_unique hm,
    fun n => ⟨hc.tendsto_iterate_fixedPoint n, fun k => ?_⟩⟩
  -- each step gains one factor U/(4t)
  induction k with
  | zero => simp
  | succ k ih =>
    have h := nextOcc_contraction ht hU D ((nextOcc t U D)^[k] n) hc.fixedPoint
    rw [hp] at h
    rw [Function.iterate_succ_apply', pow_succ', mul_assoc]
    exact h.trans (mul_le_mul_of_nonneg_left ih hq0)

/-- For `D = 0`, `t > 0` and `U ≥ 0`, an occupation is self-consistent exactly when it is `1/2`
or satisfies `U² n (1 - n) = 4t²`. -/
theorem symmetric_fixed_iff {t U : ℝ} (ht : 0 < t) (hU : 0 ≤ U) (n : ℝ) :
    nextOcc t U 0 n = n ↔ n = 1 / 2 ∨ U ^ 2 * (n * (1 - n)) = 4 * t ^ 2 := by
  have hs := gap_pos ht (level 0 U n)
  have hsq := gap_sq t (level 0 U n)
  have hd := div_mul_cancel₀ (level 0 U n) hs.ne'
  unfold nextOcc occupation
  generalize gap t (level 0 U n) = s at hs hsq hd ⊢
  generalize level 0 U n / s = q at hd ⊢
  unfold level at hsq hd
  constructor
  · intro h
    have h1 : (1 - 2 * n) * (U / 2 - s) = 0 := by linear_combination -hd - 2 * s * h
    rcases mul_eq_zero.1 h1 with h2 | h2
    · left
      linarith
    · right
      linear_combination hsq + (s + U / 2) * h2
  · intro h
    have hq : q = 1 - 2 * n := by
      apply mul_right_cancel₀ hs.ne'
      rcases h with h | h
      · linear_combination hd + (2 * s - U) * h
      · have h1 : (s - U / 2) * (s + U / 2) = 0 := by linear_combination hsq - h
        have h2 : s - U / 2 = 0 :=
          (mul_eq_zero.1 h1).resolve_right (by positivity)
        linear_combination hd - (1 - 2 * n) * h2
    linarith

/-- For `D = 0`, `t > 0` and `U > 4t`, the occupation `1/2` is self-consistent and the step has
slope `U/(4t)` there, which exceeds one. -/
theorem half_filling_slope {t U : ℝ} (ht : 0 < t) (hUt : 4 * t < U) :
    nextOcc t U 0 (1 / 2) = 1 / 2 ∧
      HasDerivAt (nextOcc t U 0) (U / (4 * t)) (1 / 2) ∧ 1 < U / (4 * t) := by
  refine ⟨(symmetric_fixed_iff ht (by linarith) _).2 (Or.inl rfl), ?_,
    (one_lt_div (by positivity)).2 hUt⟩
  have hg : gap t (level 0 U (1 / 2)) = 2 * t := by
    unfold gap level
    rw [show (0 + U * (1 / 2 - 1 / 2)) ^ 2 + 4 * t ^ 2 = (2 * t) ^ 2 by ring,
      Real.sqrt_sq (by positivity)]
  have h := hasDerivAt_nextOcc ht U 0 (1 / 2)
  rw [hg] at h
  refine h.congr_deriv ?_
  rw [div_eq_div_iff (by positivity) (by positivity)]
  ring

/-- For `D = 0`, `t > 0` and `U > 4t`, the occupations `(1 ± δ)/2` with
`δ = √(1 - (4t/U)²) > 0` are self-consistent. -/
theorem polarised_solutions {t U δ : ℝ} (ht : 0 < t) (hUt : 4 * t < U)
    (hδ : δ = √(1 - (4 * t / U) ^ 2)) :
    0 < δ ∧ nextOcc t U 0 ((1 + δ) / 2) = (1 + δ) / 2 ∧
      nextOcc t U 0 ((1 - δ) / 2) = (1 - δ) / 2 := by
  have hU : 0 < U := by linarith
  have hr0 : 0 < 4 * t / U := by positivity
  have hr1 : 4 * t / U < 1 := (div_lt_one hU).2 hUt
  have hu : 4 * t / U * U = 4 * t := div_mul_cancel₀ _ hU.ne'
  generalize 4 * t / U = r at hδ hr0 hr1 hu
  have hpos : 0 < 1 - r ^ 2 := by nlinarith
  have hsq : δ ^ 2 = 1 - r ^ 2 := by rw [hδ, Real.sq_sqrt hpos.le]
  refine ⟨by rw [hδ]; exact Real.sqrt_pos.2 hpos,
    (symmetric_fixed_iff ht hU.le _).2 (Or.inr ?_),
    (symmetric_fixed_iff ht hU.le _).2 (Or.inr ?_)⟩
  · linear_combination (-U ^ 2 / 4) * hsq + (r * U + 4 * t) / 4 * hu
  · linear_combination (-U ^ 2 / 4) * hsq + (r * U + 4 * t) / 4 * hu

end

end HubbardOccupation
```

```lean
#print axioms HubbardOccupation.ground_state_occupation
#print axioms HubbardOccupation.self_consistency_converges
#print axioms HubbardOccupation.half_filling_slope
#print axioms HubbardOccupation.polarised_solutions
```

```
'HubbardOccupation.ground_state_occupation' depends on axioms: [propext, Classical.choice, Quot.sound]
'HubbardOccupation.self_consistency_converges' depends on axioms: [propext, Classical.choice, Quot.sound]
'HubbardOccupation.half_filling_slope' depends on axioms: [propext, Classical.choice, Quot.sound]
'HubbardOccupation.polarised_solutions' depends on axioms: [propext, Classical.choice, Quot.sound]
```

## How Lean carries out the argument

**Ground state.** In `ground_state_occupation`, `h1` and `h2` are the two eigenvalue equations, and `hE` comes from the trial vector `![0, 1]`. The identities `ha` and `hb` are the two eliminations, which normalisation combines into the characteristic equation `hQ`. The steps `hE'` and `hx` fix the signs, and `hs` identifies the splitting with `x - 2 * E`. The proof then writes `q` for the quotient $x/s$ (not the contraction factor $U/(4t)$ called $q$ above), multiplies the goal by the nonzero splitting, and closes it with `linear_combination`, which checks the same subtraction of the weighted eigenvalue equations as above.

**Derivative and contraction.** `gap_pos` and `gap_sq` supply the positivity and the square of the splitting. In `hasDerivAt_nextOcc`, `hocc` differentiates the occupation with respect to $x$, `hl` differentiates the level with respect to $n$, and `comp` applies the chain rule. In `nextOcc_contraction`, `h2` is the bound $s\ge2t$ and `h3` is its cube. Mathlib's mean value inequality on a convex set, here the whole real line, turns the slope bound into the distance bound.

**Convergence.** `self_consistency_converges` packages $U/(4t)$ as a nonnegative real `K` and proves `ContractingWith K (nextOcc t U D)`. Mathlib's contraction principle then supplies the fixed point, its uniqueness and the limit. The explicit error bound is proved separately by induction on `k`, with one use of `nextOcc_contraction` per step.

**The case $D=0$.** `symmetric_fixed_iff` replaces the splitting by `s` and the quotient by `q`, so that only algebra remains. The forward direction factors the fixed-point equation in `h1`; the reverse direction factors $s^2-U^2/4$ and discards the positive factor. `half_filling_slope` inserts the splitting $2t$ into the derivative formula. `polarised_solutions` verifies the quadratic condition for both signs of $\delta$ and passes it to `symmetric_fixed_iff`.
